# Kuhn decomposition of the unit cube $[0,1]^d$ into $d!$ simplices of volume $1/d!$

A Brillouin-zone integral in a band calculation is often evaluated from energies known only on a regular mesh of $k$-points. In three dimensions a mesh cell has eight corners, while an affine function is fixed by its values at four points not in one plane, so linear interpolation calls for cutting the cell into tetrahedra. The cut must fill the cell, count no volume twice, and give each piece a known weight. The Kuhn decomposition supplies such a cut for tetrahedron integration of independent-particle bands, and it is established here for a single cell, in reduced coordinates, as a purely geometric and measure-theoretic statement.

## Objects and conventions

```lean
import Mathlib

open Set MeasureTheory

namespace KuhnDecomposition

noncomputable section

variable {d : ℕ}
```

Let $d \ge 0$ be the dimension. A point $x = (x_0, \dots, x_{d-1})$ is a function `Fin d → ℝ`, and $x_i$ is the fractional position along the $i$-th edge of the cell. Indices start at zero, as in `Fin d`. The order on points is componentwise, so `Icc 0 1` is the cube $C = [0,1]^d$.

```lean
/-- The unit cell `[0,1]^d` in reduced coordinates. -/
def cube (d : ℕ) : Set (Fin d → ℝ) := Icc 0 1
```

For a permutation $\sigma$ of the axes, the Kuhn simplex is
$$K_\sigma = \{x \in C : x_{\sigma(0)} \le x_{\sigma(1)} \le \dots \le x_{\sigma(d-1)}\}.$$
Thus $\sigma(k)$ is the axis of rank $k$ and $\sigma^{-1}(i)$, written `σ.symm i`, is the rank of axis $i$.

```lean
/-- The Kuhn simplex of `σ`: the points of the cell with `x_σ(0) ≤ ... ≤ x_σ(d-1)`. -/
def kuhn (σ : Equiv.Perm (Fin d)) : Set (Fin d → ℝ) := {x | x ∈ cube d ∧ Monotone (x ∘ σ)}
```

The relabelling map is $R_\sigma x = x \circ \sigma$.

```lean
/-- Relabelling of the coordinate axes by a permutation. -/
def relabel (σ : Equiv.Perm (Fin d)) (x : Fin d → ℝ) (i : Fin d) : ℝ := x (σ i)
```

The corner $v_k$, for $k = 0, \dots, d$, has coordinate $i$ equal to $1$ if $k \le \sigma^{-1}(i)$ and $0$ otherwise. Hence $v_0 = (1, \dots, 1)$ and $v_d = (0, \dots, 0)$ for every $\sigma$.

```lean
/-- The `k`-th corner attached to `σ`: coordinate `i` is one if its rank `σ⁻¹ i` (counted
from zero) is at least `k`, and zero otherwise. -/
def vertex (σ : Equiv.Perm (Fin d)) (k : ℕ) (i : Fin d) : ℝ :=
  if k ≤ (σ.symm i).val then 1 else 0
```

The levels are $\ell_0 = 0$, $\ell_{k+1} = x_{\sigma(k)}$ for $k < d$, and $\ell_{d+1} = 1$.

```lean
/-- The sequence `0, x_σ(0), ..., x_σ(d-1), 1, 1, ...`. -/
def level (σ : Equiv.Perm (Fin d)) (x : Fin d → ℝ) : ℕ → ℝ
  | 0 => 0
  | k + 1 => if h : k < d then x (σ ⟨k, h⟩) else 1
```

The theorems carry few explicit hypotheses. Most assumptions sit in these definitions and in the choice of measure.

## The inequalities are not strict

`Monotone (x ∘ σ)` allows equal coordinates, so a simplex contains its faces, and $k$-points on a face between two tetrahedra belong to both. By hand this is used twice. First, $K_\sigma$ is an intersection of closed half-spaces with the closed cube, hence closed and measurable. `isClosed_kuhn` rewrites the set as that intersection over all pairs of ranks $a \le b$ and applies `isClosed_le` to each.

```lean
/-- Every Kuhn simplex is a closed set. -/
theorem isClosed_kuhn (σ : Equiv.Perm (Fin d)) : IsClosed (kuhn σ) := by
  have h : kuhn σ = Icc 0 1 ∩ ⋂ a, ⋂ b, ⋂ (_ : a ≤ b), {x | x (σ a) ≤ x (σ b)} := by
    ext x
    simp only [kuhn, cube, Monotone, Set.mem_ofPred_eq, mem_inter_iff, mem_iInter, Function.comp]
    try rfl
  rw [h]
  exact isClosed_Icc.inter (isClosed_iInter fun a => isClosed_iInter fun b =>
    isClosed_iInter fun _ => isClosed_le (continuous_apply _) (continuous_apply _))
```

Second, any $d$ real numbers can be put in non-decreasing order, so every $x \in C$ lies in some $K_\sigma$; conversely $K_\sigma \subseteq C$ by definition. In `iUnion_kuhn` the sorting permutation is `Tuple.sort x` and the ordering is `Tuple.monotone_sort x`.

```lean
/-- The union of the Kuhn simplices is the cell. -/
theorem iUnion_kuhn : ⋃ σ : Equiv.Perm (Fin d), kuhn σ = cube d := by
  ext x
  rw [mem_iUnion]
  -- sort the coordinates of x
  exact ⟨fun ⟨_, h⟩ => h.1, fun h => ⟨Tuple.sort x, h, Tuple.monotone_sort x⟩⟩
```

With strict inequalities the cover would fail for $d \ge 2$, since a point such as $(1/2, \dots, 1/2)$ would lie in no piece.

## The labels are different: $i \ne j$ and $\sigma \ne \tau$

Write $\mathrm{vol}$ for Lebesgue measure. For two different axes $i \ne j$, the set $H_{ij} = \{x : x_i = x_j\}$ is a linear subspace that misses the unit vector along axis $i$, so it is proper and $\mathrm{vol}(H_{ij}) = 0$. `volume_tie` builds the subspace `S`, uses `hij` to show that `Pi.single i 1` is not in it, and concludes with `Measure.addHaar_submodule`. For $i = j$ the set is the whole space, of infinite volume.

```lean
/-- The hyperplane on which two different coordinates coincide has zero volume. -/
theorem volume_tie {i j : Fin d} (hij : i ≠ j) : volume {x : Fin d → ℝ | x i = x j} = 0 := by
  let S : Submodule ℝ (Fin d → ℝ) :=
    { carrier := {x | x i = x j}
      add_mem' := by
        intro a b ha hb
        simp only [Set.mem_ofPred_eq, Pi.add_apply] at *
        rw [ha, hb]
      zero_mem' := rfl
      smul_mem' := by
        intro c a ha
        simp only [Set.mem_ofPred_eq, Pi.smul_apply] at *
        rw [ha] }
  have hS : S ≠ ⊤ := by
    intro h
    have h1 : (Pi.single i 1 : Fin d → ℝ) ∈ S := by
      rw [h]
      exact Submodule.mem_top
    have h2 : (Pi.single i 1 : Fin d → ℝ) i = (Pi.single i 1 : Fin d → ℝ) j := h1
    simp [hij.symm] at h2
  exact Measure.addHaar_submodule volume S hS
```

Let $\tau \ne \sigma$ be a second permutation and $x \in K_\sigma \cap K_\tau$. The non-decreasing arrangement of a list of numbers is unique, so $x_{\sigma(k)} = x_{\tau(k)}$ for all $k$. If the coordinates of $x$ were all different, this would force $\sigma(k) = \tau(k)$ for all $k$, a contradiction. So $K_\sigma \cap K_\tau \subseteq \bigcup_{i \ne j} H_{ij}$, a finite union of null sets. In `volume_inter`, `hinj` says that a point outside the union has distinct coordinates, `Tuple.unique_monotone` gives the equality of the sorted lists, and `h` is used only in the last line. For $\sigma = \tau$ the intersection is $K_\sigma$, of volume $1/d!$.

```lean
/-- The simplices of two different permutations overlap in a set of zero volume. -/
theorem volume_inter {σ τ : Equiv.Perm (Fin d)} (h : σ ≠ τ) :
    volume (kuhn σ ∩ kuhn τ) = 0 := by
  refine measure_mono_null (t := ⋃ i, ⋃ j, ⋃ (_ : i ≠ j), {x : Fin d → ℝ | x i = x j}) ?_
    (measure_iUnion_null fun i => measure_iUnion_null fun j =>
      measure_iUnion_null fun hij => volume_tie hij)
  rintro x ⟨hσ, hτ⟩
  by_contra hx
  -- without ties the sorting permutation is unique
  have hinj : Function.Injective x := by
    intro i j hij
    by_contra hne
    exact hx (mem_iUnion.2 ⟨i, mem_iUnion.2 ⟨j, mem_iUnion.2 ⟨hne, hij⟩⟩⟩)
  exact h (Equiv.ext fun k => hinj (congrFun (Tuple.unique_monotone hσ.2 hτ.2) k))
```

## The measure is Lebesgue measure and the cell is symmetric

Physically, states are spread uniformly in $k$-space, and in reduced coordinates all edges have length one. By hand, $R_\sigma$ preserves volume: for a box $s_0 \times \dots \times s_{d-1}$ with measurable sides, $x_{\sigma(i)} \in s_i$ for all $i$ means $x_j \in s_{\sigma^{-1}(j)}$ for all $j$, and the product of side lengths is merely reordered. In the proof this is `hpre` followed by `Equiv.prod_comp`, and `Measure.pi_eq` extends agreement on boxes to equality of measures.

```lean
/-- Relabelling the axes preserves Lebesgue measure. -/
theorem measurePreserving_relabel (σ : Equiv.Perm (Fin d)) :
    MeasurePreserving (relabel σ) volume volume := by
  have hm : Measurable (relabel σ) := measurable_pi_iff.2 fun i => measurable_pi_apply (σ i)
  refine ⟨hm, (Measure.pi_eq (μ := fun _ : Fin d => (volume : Measure ℝ)) fun s hs => ?_).symm⟩
  -- the preimage of a box is the box with permuted sides
  have hpre : relabel σ ⁻¹' (univ.pi s) = univ.pi fun i => s (σ.symm i) := by
    ext x
    simp only [mem_preimage, mem_univ_pi, relabel]
    constructor
    · intro h i
      simpa using h (σ.symm i)
    · intro h i
      simpa using h (σ i)
  rw [Measure.map_apply hm (MeasurableSet.univ_pi hs), hpre, volume_pi_pi]
  exact Equiv.prod_comp σ.symm fun i => volume (s i)
```

Because the cube is invariant under relabelling, $R_\tau^{-1}(K_{\mathrm{id}}) = K_\tau$, where $\mathrm{id}$ is the identity, written `1` in Lean. All simplices therefore have the same volume $V$ (`heq`). There are $d!$ permutations (`hs`) and $\mathrm{vol}(C) = 1$ (`hc`), so
$$1 = \mathrm{vol}\Big(\bigcup_\tau K_\tau\Big) = \sum_\tau \mathrm{vol}(K_\tau) = d!\,V, \qquad V = \frac{1}{d!}.$$

```lean
/-- Every Kuhn simplex has volume `1/d!`. -/
theorem volume_kuhn (σ : Equiv.Perm (Fin d)) :
    volume (kuhn σ) = ((d.factorial : ℕ) : ENNReal)⁻¹ := by
  have hm : ∀ τ : Equiv.Perm (Fin d), NullMeasurableSet (kuhn τ) volume :=
    fun τ => (isClosed_kuhn τ).measurableSet.nullMeasurableSet
  -- all simplices are relabelled copies of one another
  have heq : ∀ τ : Equiv.Perm (Fin d),
      volume (kuhn τ) = volume (kuhn (1 : Equiv.Perm (Fin d))) := by
    intro τ
    rw [← (measurePreserving_relabel τ).measure_preimage (hm 1)]
    congr 1
    ext x
    constructor
    · rintro ⟨⟨h0, h1⟩, h2⟩
      exact ⟨⟨fun i => h0 (τ i), fun i => h1 (τ i)⟩, h2⟩
    · rintro ⟨⟨h0, h1⟩, h2⟩
      refine ⟨⟨fun i => ?_, fun i => ?_⟩, h2⟩
      · simpa [relabel] using h0 (τ.symm i)
      · simpa [relabel] using h1 (τ.symm i)
  have hs : ∑ τ : Equiv.Perm (Fin d), volume (kuhn τ)
      = volume (kuhn (1 : Equiv.Perm (Fin d))) * d.factorial :=
    calc _ = ∑ _τ : Equiv.Perm (Fin d), volume (kuhn (1 : Equiv.Perm (Fin d))) :=
          Finset.sum_congr rfl fun τ _ => heq τ
      _ = _ := by simp [Fintype.card_perm, mul_comm]
  have hc : volume (cube d) = 1 := by simp [cube, Real.volume_Icc_pi]
  -- additivity over almost disjoint pieces
  have h := measure_iUnion₀ (μ := volume) (f := fun τ : Equiv.Perm (Fin d) => kuhn τ)
    (fun _ _ h => volume_inter h) hm
  rw [iUnion_kuhn, tsum_fintype, hc, hs] at h
  rw [heq σ]
  exact ENNReal.eq_inv_of_mul_eq_one_left h.symm
```

The middle equality is where the proof turns. Ordinary additivity requires disjoint sets, and the closed simplices are not disjoint for $d \ge 2$. Mathlib's `measure_iUnion₀` asks less: a countable family of sets, each measurable up to a null set (`NullMeasurableSet`, supplied by `hm` from closedness), with pairwise intersections of measure zero. The second condition is by definition the conclusion of `volume_inter`, which is passed in unchanged, and no faces have to be removed. Volumes take values in `ENNReal`, the interval $[0, \infty]$, where `ENNReal.eq_inv_of_mul_eq_one_left` performs the final division.

Three examples with $d = 2$ show what the assumptions do. A measure concentrated on the diagonal $x_0 = x_1$ is counted fully in both triangles. The density $2x_0$ on the unit square gives $\int_0^1 2x_0(1 - x_0)\,dx_0 = 1/3$ to the triangle $x_0 \le x_1$ and $2/3$ to the other. The rectangle $[0,1] \times [0,2]$ is cut by $x_0 = x_1$ into areas $3/2$ and $1/2$.

## The coordinates lie between 0 and 1

Together with the ordering, the bounds make the interpolation weights non-negative. Put $w_k = \ell_{k+1} - \ell_k$ for $k = 0, \dots, d$. The sum telescopes, $\sum_k w_k = \ell_{d+1} - \ell_0 = 1$. For an axis $i$ of rank $r = \sigma^{-1}(i)$, only the corners with $k \le r$ contribute:
$$\Big(\sum_{k=0}^{d} w_k v_k\Big)_i = \sum_{k=0}^{r} (\ell_{k+1} - \ell_k) = \ell_{r+1} = x_{\sigma(r)} = x_i.$$
For $d \ge 1$, $w_0 = x_{\sigma(0)} \ge 0$ uses the lower bound, $w_d = 1 - x_{\sigma(d-1)} \ge 0$ uses the upper bound, and the weights in between use the ordering. So $K_\sigma$ lies in the convex hull of $v_0, \dots, v_d$. Conversely each $v_k$ is in $K_\sigma$, its sorted coordinates being zeros followed by ones, and $K_\sigma$ is convex because its defining inequalities are linear.

In Lean, `hx` is the displayed identity, with `hf` restricting the sum to $k \le r$ and `Finset.sum_range_sub` telescoping it. `hw` treats the signs case by case with `h0`, `hm` and `h1`. The reverse inclusion is `convexHull_min` with the two checks above.

```lean
/-- The Kuhn simplex of `σ` is the convex hull of the corners `vertex σ k`, `k = 0, ..., d`. -/
theorem kuhn_eq_convexHull (σ : Equiv.Perm (Fin d)) :
    kuhn σ = convexHull ℝ (range fun k : Fin (d + 1) => vertex σ k) := by
  apply Subset.antisymm
  · rintro x ⟨⟨h0, h1⟩, hm⟩
    -- barycentric weights: successive differences of the sorted coordinates
    have hx : ∑ k ∈ Finset.range (d + 1),
        (level σ x (k + 1) - level σ x k) • vertex σ k = x := by
      funext i
      have hj := (σ.symm i).isLt
      have hf : (Finset.range (d + 1)).filter (fun k => k ≤ (σ.symm i).val)
          = Finset.range ((σ.symm i).val + 1) := by
        ext k
        simp only [Finset.mem_filter, Finset.mem_range]
        omega
      simp only [Finset.sum_apply, Pi.smul_apply, smul_eq_mul, vertex, mul_ite, mul_one, mul_zero]
      rw [← Finset.sum_filter, hf, Finset.sum_range_sub (level σ x)]
      simp [level, hj]
    have hw : ∀ k ∈ Finset.range (d + 1), 0 ≤ level σ x (k + 1) - level σ x k := by
      intro k hk
      rw [Finset.mem_range] at hk
      rw [sub_nonneg]
      cases k with
      | zero =>
        simp only [level]
        split_ifs
        · exact h0 _
        · exact zero_le_one
      | succ k =>
        have hk' : k < d := by omega
        simp only [level, dif_pos hk']
        split_ifs with h
        · exact hm (show (⟨k, hk'⟩ : Fin d) ≤ ⟨k + 1, h⟩ from Nat.le_succ k)
        · exact h1 _
    have hmem := (convex_convexHull ℝ (range fun k : Fin (d + 1) => vertex σ k)).sum_mem hw
      (by rw [Finset.sum_range_sub (level σ x)]; simp [level]) (z := vertex σ)
      fun k hk => subset_convexHull ℝ _ ⟨⟨k, Finset.mem_range.1 hk⟩, rfl⟩
    rwa [hx] at hmem
  · apply convexHull_min
    · rintro _ ⟨k, rfl⟩
      refine ⟨⟨fun i => ?_, fun i => ?_⟩, fun a b hab => ?_⟩
      · simp only [vertex, Pi.zero_apply]
        split_ifs <;> norm_num
      · simp only [vertex, Pi.one_apply]
        split_ifs <;> norm_num
      · have hab' : a.val ≤ b.val := hab
        simp only [Function.comp, vertex, Equiv.symm_apply_apply]
        split_ifs <;> first | (exfalso; omega) | norm_num
    · intro x hx y hy a b ha hb hab
      refine ⟨convex_Icc (0 : Fin d → ℝ) 1 hx.1 hy.1 ha hb hab, fun i j hij => ?_⟩
      show a * x (σ i) + b * y (σ i) ≤ a * x (σ j) + b * y (σ j)
      exact add_le_add (mul_le_mul_of_nonneg_left (hx.2 hij) ha)
        (mul_le_mul_of_nonneg_left (hy.2 hij) hb)
```

Without the bounds the identity $\sum_k w_k v_k = x$ survives, but $w_0$ or $w_d$ can be negative, which is extrapolation, and the ordered region has infinite volume for $d \ge 1$.

As an instance, take $d = 3$ and $x = (0.9, 0.2, 0.5)$. Sorting gives $\sigma(0) = 1$, $\sigma(1) = 2$, $\sigma(2) = 0$, so axes $0, 1, 2$ have ranks $2, 0, 1$. The levels are $0, 0.2, 0.5, 0.9, 1$ and the weights $0.2, 0.3, 0.4, 0.1$. The corners are $(1,1,1)$, $(1,0,1)$, $(1,0,0)$, $(0,0,0)$, and the weighted sum is $(0.2 + 0.3 + 0.4,\; 0.2,\; 0.2 + 0.3) = x$.

## No condition on the dimension

`kuhn_decomposition` holds for every natural number $d$ and states four things: the $K_\sigma$ cover $C$, different permutations give null overlaps, each volume is $1/d!$, and the number of distinct sets $K_\sigma$, counted by `ncard`, is $d!$. The last part needs a short argument. If $K_\sigma = K_\tau$ with $\sigma \ne \tau$, then $\mathrm{vol}(K_\sigma) = \mathrm{vol}(K_\sigma \cap K_\tau) = 0$, against $1/d! > 0$. This is `hinj`, after which counting sets is counting permutations.

```lean
/-- Kuhn decomposition: the simplices cover the cell, those of different permutations overlap
in null sets, each has volume `1/d!`, and there are exactly `d!` of them. -/
theorem kuhn_decomposition (d : ℕ) :
    ⋃ σ : Equiv.Perm (Fin d), kuhn σ = cube d ∧
    (∀ σ τ : Equiv.Perm (Fin d), σ ≠ τ → volume (kuhn σ ∩ kuhn τ) = 0) ∧
    (∀ σ : Equiv.Perm (Fin d), volume (kuhn σ) = ((d.factorial : ℕ) : ENNReal)⁻¹) ∧
    (range (kuhn (d := d))).ncard = d.factorial := by
  refine ⟨iUnion_kuhn, fun _ _ h => volume_inter h, volume_kuhn, ?_⟩
  have hinj : Function.Injective (kuhn (d := d)) := by
    intro σ τ h
    by_contra hne
    have h0 := volume_inter hne
    rw [← h, inter_self, volume_kuhn, ENNReal.inv_eq_zero] at h0
    exact ENNReal.natCast_ne_top _ h0
  rw [← image_univ, ncard_image_of_injective _ hinj, ncard_univ, Nat.card_eq_fintype_card,
    Fintype.card_perm, Fintype.card_fin]
```

For $d = 0$ the cube is one point of volume $1 = 1/0!$, with one permutation and one corner. For $d = 1$ the only simplex is $[0,1]$, with $v_0 = 1$, $v_1 = 0$ and weights $x_0$, $1 - x_0$. Setting $d = 3$ gives six sets, each the convex hull of four cube corners and of volume $1/6$.

```lean
/-- In three dimensions there are six Kuhn simplices, each the convex hull of its four corners
and of volume `1/6`. -/
theorem six_tetrahedra :
    (range (kuhn (d := 3))).ncard = 6 ∧ ∀ σ : Equiv.Perm (Fin 3),
      kuhn σ = convexHull ℝ (range fun k : Fin 4 => vertex σ k) ∧ volume (kuhn σ) = 1 / 6 := by
  have h6 : Nat.factorial 3 = 6 := rfl
  refine ⟨(kuhn_decomposition 3).2.2.2, fun σ => ⟨kuhn_eq_convexHull σ, ?_⟩⟩
  rw [volume_kuhn, h6]
  simp
```

The statements concern one unit cube. A physical cell is its image under an invertible affine map, which scales all volumes by the absolute value of the determinant of its linear part; that step, like the examples of failing hypotheses given above, is a side remark that is not proved in Lean here. The decomposition is established as a cover with null overlaps. That the simplices meet in whole faces, within a cell or across neighbouring cells, is not stated, nor is anything about interpolation error or the choice among the body diagonals.

## The integrand is integrable

For a real function $f$ integrable on $C$,
$$\int_C f\,dx = \sum_\sigma \int_{K_\sigma} f\,dx .$$
By hand, the indicator function of $C$ equals the sum of the indicators of the $K_\sigma$ outside the null set $\bigcup_{i \ne j} H_{ij}$; multiplying by $f$ and integrating term by term gives the identity, and integrability makes every term a finite real number. Bounded measurable integrands such as a step occupation qualify, while a Dirac delta in the energy is not a function and is not covered. In Lean, `hf` is rewritten on the union and given to `hasSum_integral_iUnion_ae`, the analogue of `measure_iUnion₀` for integrals, and `hasSum_fintype` identifies the series with the finite sum. Lean assigns the value $0$ to the integral of a non-integrable function, so without `hf` the equation can fail: for $d = 2$, with $f = 1$ where $x_0 \le x_1$ and $f = 1/(x_0 - x_1)$ elsewhere, it would read $0 = 1/2 + 0$.

```lean
/-- The integral over the cell of an integrable function is the sum of its integrals over the
Kuhn simplices. -/
theorem integral_cube (f : (Fin d → ℝ) → ℝ) (hf : IntegrableOn f (cube d)) :
    ∫ x in cube d, f x = ∑ σ : Equiv.Perm (Fin d), ∫ x in kuhn σ, f x := by
  rw [← iUnion_kuhn] at hf ⊢
  have h := hasSum_integral_iUnion_ae (μ := volume)
    (fun τ : Equiv.Perm (Fin d) => (isClosed_kuhn τ).measurableSet.nullMeasurableSet)
    (fun _ _ h => volume_inter h) hf
  exact h.unique (hasSum_fintype _)

end

end KuhnDecomposition
```

```lean
#print axioms KuhnDecomposition.kuhn_decomposition
#print axioms KuhnDecomposition.six_tetrahedra
#print axioms KuhnDecomposition.integral_cube
```

```
'KuhnDecomposition.kuhn_decomposition' depends on axioms: [propext, Classical.choice, Quot.sound]
'KuhnDecomposition.six_tetrahedra' depends on axioms: [propext, Classical.choice, Quot.sound]
'KuhnDecomposition.integral_cube' depends on axioms: [propext, Classical.choice, Quot.sound]
```
